# The static long-wavelength exchange-correlation kernel of a uniform electron gas is its bulk modulus minus the noninteracting one, divided by n²

Compress a uniform gas whose energy per volume is e(n) = a n²/2, where n > 0 is the density and a > 0 a stiffness. Its pressure is

P = n e′ − e = a n² − a n²/2 = a n²/2,

and its bulk modulus, the resistance to compression, is

B = n P′ = a n².

A second gas with stiffness a_s has B_s = a_s n². The curvature of the energy difference is

(e − e_s)″ = a − a_s = (B − B_s)/n².

At a given density, the second derivative of the energy per volume and the bulk modulus carry the same information, up to the factor n².

For electrons at zero temperature, e is the ground-state energy per volume of the interacting gas and e_s that of the noninteracting gas at the same density. The classical electrostatic energy is left out of e, since the neutralising background cancels it in the uniform state. The curvature (e − e_s)″ is then the static, long-wavelength exchange-correlation kernel, usually written f_xc. The adiabatic local density approximation of time-dependent density functional theory uses this uniform-gas quantity at the local density of an inhomogeneous system; the identity below concerns only the uniform, static, long-wavelength case.

## From energy curvature to stiffness and response

Let e and e_s be twice differentiable at every n > 0. For N particles in a volume V the energy is V e(N/V), so the pressure −∂E/∂V at fixed N is P = n e′ − e. The product rule gives

P′ = e′ + n e″ − e′ = n e″,

and therefore

B = n P′ = n² e″.

The same holds for e_s. Since (e − e_s)′ = e′ − e_s′ at all positive densities, one more derivative gives

(e − e_s)″ = e″ − e_s″ = (B − B_s)/n².

The stiffness also fixes how the density responds to a static, slowly varying potential. For electrons, this potential includes the classical electrostatic one. Let μ be the chemical potential and ρ(u) the density in a potential u, with

e′(ρ(u)) + u = μ

for all u near a value v. Write n = ρ(v) and χ = ρ′(v). Differentiating at v gives

e″(n) χ + 1 = 0,

and multiplication by n² gives

χ B = −n².

As n > 0, neither χ nor B vanishes, and 1/χ = −B/n². With the noninteracting response χ_s at the same density,

(e − e_s)″ = 1/χ_s − 1/χ.

If B = B_s at all positive densities, then (e − e_s)″ = 0 there. Hence (e − e_s)′ is a constant b, and e − e_s − b n is a constant c. Conversely, e − e_s = c + b n has zero curvature, so the bulk moduli agree. Such a difference shifts the chemical potential by b and the pressure by −c, and leaves the stiffness alone.

Finally, exchange in the three-dimensional uniform electron gas contributes −C n^(4/3) to the energy per volume. The constant C sets the strength of exchange; for the unpolarised gas in atomic units it is (3/4)(3/π)^(1/3). If this is the whole difference e − e_s, two derivatives give

(e − e_s)′ = −(4/3) C n^(1/3),

(e − e_s)″ = −(4/9) C n^(−2/3).

For C > 0 this exchange-only kernel tends to zero at high density and to −∞ as n → 0.

## Energy density, pressure and kernel in Lean

```lean
import Mathlib

open Filter Topology Set

namespace ElectronGasKernel

noncomputable section
```

An energy density is a function `e : ℝ → ℝ`, giving energy per volume and not per particle. Lean needs a value at every real number, but the regularity condition concerns positive densities only. It asks that both `e` and its derivative be differentiable there; continuity of the second derivative is not required.

```lean
/-- The energy density `e` is twice differentiable at every positive density. -/
def TwiceDifferentiable (e : ℝ → ℝ) : Prop :=
  ∀ n, 0 < n → DifferentiableAt ℝ e n ∧ DifferentiableAt ℝ (deriv e) n
```

Pressure and bulk modulus are defined by derivatives, so the relation B = n² e″ is left to be proved.

```lean
/-- The pressure `P = n e' - e` of a uniform gas with energy per volume `e`. -/
def pressure (e : ℝ → ℝ) (n : ℝ) : ℝ := n * deriv e n - e n

/-- The bulk modulus `B = n P'`. -/
def bulkModulus (e : ℝ → ℝ) (n : ℝ) : ℝ := n * deriv (pressure e) n
```

In the kernel, `es` stands for e_s. The subtraction comes first and the two derivatives afterwards.

```lean
/-- The static long-wavelength kernel: the second density derivative of the difference
between the interacting and noninteracting energy densities. -/
def kernel (e es : ℝ → ℝ) (n : ℝ) : ℝ := deriv (deriv (fun m => e m - es m)) n
```

No wavevector or frequency appears in this definition. The physical step that the model takes for granted is that the microscopic static response, with zero frequency taken before long wavelength, is governed by the uniform energy density alone.

The response is described by a predicate. Its first part says that the Euler equation holds for all `u` sufficiently near `v`; its second says that `ρ` is differentiable at `v` with derivative `χ`. That differentiability is assumed and not derived from `e`.

```lean
/-- The density `ρ` obeys the Euler equation `e'(ρ(u)) + u = μ` for all potentials `u`
near `v`, and `χ` is its derivative with respect to the potential at `v`. -/
def IsStaticResponse (e ρ : ℝ → ℝ) (μ v χ : ℝ) : Prop :=
  (∀ᶠ u in 𝓝 v, deriv e (ρ u) + u = μ) ∧ HasDerivAt ρ χ v
```

Because the electrostatic energy is absent from e, the potential here includes the classical electrostatic potential of the electrons. Thus χ is what many texts call the proper response, not the response to the external potential alone.

## The bulk modulus as a curvature

The first lemma differentiates n e′ − e. The term `h` combines the product and difference rules, and `ring` cancels the two copies of e′.

```lean
/-- For a twice differentiable energy density, the pressure has slope `n e''` at every
positive density. -/
theorem hasDerivAt_pressure {e : ℝ → ℝ} (he : TwiceDifferentiable e) {n : ℝ} (hn : 0 < n) :
    HasDerivAt (pressure e) (n * deriv (deriv e) n) n := by
  have h := ((hasDerivAt_id' n).fun_mul (he n hn).2.hasDerivAt).fun_sub
    (he n hn).1.hasDerivAt
  exact h.congr_deriv (by ring)
```

Multiplying this slope by n gives the bulk modulus.

```lean
/-- For a twice differentiable energy density, the bulk modulus is `n² e''` at every
positive density. -/
theorem bulkModulus_eq {e : ℝ → ℝ} (he : TwiceDifferentiable e) {n : ℝ} (hn : 0 < n) :
    bulkModulus e n = n ^ 2 * deriv (deriv e) n := by
  unfold bulkModulus
  rw [(hasDerivAt_pressure he hn).deriv]
  ring
```

## The kernel identity

To differentiate (e − e_s)′ at n, one must know this function near n, not just at n. The `filter_upwards` step supplies that: every density in the open half-line n > 0 satisfies the difference rule, and this half-line is a neighbourhood of n.

```lean
/-- For twice differentiable energy densities, the slope of `(e - e_s)'` at a positive
density is `e'' - e_s''`. -/
theorem hasDerivAt_deriv_sub {e es : ℝ → ℝ} (he : TwiceDifferentiable e)
    (hs : TwiceDifferentiable es) {n : ℝ} (hn : 0 < n) :
    HasDerivAt (deriv (fun m => e m - es m))
      (deriv (deriv e) n - deriv (deriv es) n) n := by
  -- the first derivatives subtract on a whole neighbourhood of `n`
  have h : deriv (fun m => e m - es m) =ᶠ[𝓝 n] fun m => deriv e m - deriv es m := by
    filter_upwards [Ioi_mem_nhds hn] with m hm
    exact ((he m hm).1.hasDerivAt.fun_sub (hs m hm).1.hasDerivAt).deriv
  exact ((he n hn).2.hasDerivAt.fun_sub (hs n hn).2.hasDerivAt).congr_of_eventuallyEq h
```

The main theorem says that, for two energy densities twice differentiable at positive densities and any n > 0, the kernel is (B − B_s)/n². Its proof writes the kernel as e″ − e_s″, substitutes B = n² e″ for each gas, and clears the nonzero denominator.

```lean
/-- For twice differentiable energy densities, the static long-wavelength kernel at a
positive density is the difference of the bulk moduli divided by `n²`. -/
theorem kernel_eq_bulkModulus_sub {e es : ℝ → ℝ} (he : TwiceDifferentiable e)
    (hs : TwiceDifferentiable es) {n : ℝ} (hn : 0 < n) :
    kernel e es n = (bulkModulus e n - bulkModulus es n) / n ^ 2 := by
  have hk : kernel e es n = deriv (deriv e) n - deriv (deriv es) n :=
    (hasDerivAt_deriv_sub he hs hn).deriv
  have hn2 : n ^ 2 ≠ 0 := pow_ne_zero 2 hn.ne'
  rw [hk, bulkModulus_eq he hn, bulkModulus_eq hs hn, eq_div_iff hn2]
  ring
```

Second derivatives are needed for each gas separately, even when the difference is smooth. Take

e_s(n) = (n − 1)|n − 1|/2,

e(n) = e_s(n) + n²/2.

Both first derivatives are continuous, since e_s′ = |n − 1|, and the kernel is 1 everywhere. At n = 1, however, both pressures have a kink and neither bulk modulus exists. Lean assigns the value 0 to a missing derivative, so the right-hand side would be 0 instead of 1. Continuously differentiable energies with a smooth difference are therefore not enough. The example is mathematical and not a model of a stable gas: for n < 1 it has B_s = −n², a negative bulk modulus.

## Static response and the compressibility sum rule

The next theorem states χ B = −n² at n = ρ(v) > 0. The textbook compressibility sum rule has the same form, but it concerns the long-wavelength limit of a microscopic density response; here the response comes from the local Euler equation.

In the proof, `h1` differentiates the left side of that equation by the chain rule, and `h2` says that the same function has derivative zero because it equals μ near v. Uniqueness of the derivative yields e″χ + 1 = 0, and `linear_combination` multiplies it by n².

```lean
/-- For a twice differentiable energy density and a positive density `ρ(v)`, the static response
times the bulk modulus is `-ρ(v)²`. -/
theorem response_mul_bulkModulus {e ρ : ℝ → ℝ} {μ v χ : ℝ} (he : TwiceDifferentiable e)
    (h : IsStaticResponse e ρ μ v χ) (hn : 0 < ρ v) :
    χ * bulkModulus e (ρ v) = -(ρ v) ^ 2 := by
  -- differentiate the Euler equation with respect to the potential
  have h1 := (HasDerivAt.comp v (he (ρ v) hn).2.hasDerivAt h.2).fun_add (hasDerivAt_id' v)
  have h2 := (hasDerivAt_const v μ).congr_of_eventuallyEq h.1
  have h3 : deriv (deriv e) (ρ v) * χ + 1 = 0 := h1.unique h2
  rw [bulkModulus_eq he hn]
  linear_combination (ρ v) ^ 2 * h3
```

For two systems at a common density n, the kernel is 1/χ_s − 1/χ. The chemical potentials `μ`, `μs` and the potentials `v`, `vs` may differ; only the densities must match. The auxiliary statement `key` turns x b = −n² into x⁻¹ = −b/n², after showing that x is nonzero. Applying it to both gases and inserting the main theorem gives the result.

```lean
/-- For twice differentiable energy densities, the kernel is the inverse noninteracting
response minus the inverse interacting response, both taken at the same positive density. -/
theorem kernel_eq_inv_response_sub {e es ρ ρs : ℝ → ℝ} {μ μs v vs χ χs n : ℝ}
    (he : TwiceDifferentiable e) (hs : TwiceDifferentiable es)
    (h : IsStaticResponse e ρ μ v χ) (h' : IsStaticResponse es ρs μs vs χs)
    (hρ : ρ v = n) (hρs : ρs vs = n) (hn : 0 < n) :
    kernel e es n = χs⁻¹ - χ⁻¹ := by
  have hn2 : n ^ 2 ≠ 0 := pow_ne_zero 2 hn.ne'
  -- since `n ≠ 0`, the relation `x * b = -n²` makes `x` nonzero and fixes its inverse
  have key : ∀ x b : ℝ, x * b = -n ^ 2 → x⁻¹ = -b / n ^ 2 := by
    intro x b hxb
    have hx : x ≠ 0 := by
      intro h0
      rw [h0, zero_mul] at hxb
      exact hn2 (by linarith)
    rw [inv_eq_one_div, div_eq_div_iff hx hn2]
    linear_combination hxb
  have r := response_mul_bulkModulus he h (by rw [hρ]; exact hn)
  have r' := response_mul_bulkModulus hs h' (by rw [hρs]; exact hn)
  rw [hρ] at r
  rw [hρs] at r'
  rw [kernel_eq_bulkModulus_sub he hs hn, key _ _ r, key _ _ r']
  ring
```

The quadratic gas from the opening satisfies the response definition explicitly. For a > 0 and v < μ, its density (μ − v)/a is positive and its response is −1/a. With B = a n² this reproduces χ B = −n². The proof computes e′ = a n and checks the Euler equation by substitution.

```lean
/-- For `a > 0` and `v < μ`, the energy density `a n²/2` is twice differentiable, and the
positive density `(μ - v)/a` has static response `-1/a`. -/
theorem isStaticResponse_witness {a μ v : ℝ} (ha : 0 < a) (hv : v < μ) :
    TwiceDifferentiable (fun m => a * (m * m) / 2) ∧ 0 < (μ - v) / a ∧
      IsStaticResponse (fun m => a * (m * m) / 2) (fun u => (μ - u) / a) μ v (-1 / a) := by
  have hE : ∀ m : ℝ, HasDerivAt (fun m : ℝ => a * (m * m) / 2) (a * m) m := fun m =>
    ((((hasDerivAt_id' m).fun_mul (hasDerivAt_id' m)).const_mul a).div_const 2).congr_deriv
      (by ring)
  have hd : deriv (fun m : ℝ => a * (m * m) / 2) = fun m => a * m :=
    funext fun m => (hE m).deriv
  refine ⟨fun m _ => ⟨(hE m).differentiableAt, ?_⟩, div_pos (sub_pos.2 hv) ha,
    Eventually.of_forall fun u => ?_, ((hasDerivAt_id' v).const_sub μ).div_const a⟩
  · rw [hd]
    exact ((hasDerivAt_id' m).const_mul a).differentiableAt
  · have h : a * ((μ - u) / a) = μ - u := by field_simp
    simp only [hd]
    linarith
```

## What equal bulk moduli leave undetermined

Equality of the bulk moduli at all positive densities is equivalent to an affine energy difference there. In Lean's `a + b * n`, the letter `a` is the constant called c above, not the stiffness of the quadratic gas.

For the forward direction, the local lemma `const` says that a function with zero derivative on the positive half-line equals its value at 1. It is applied first to (e − e_s)′, which fixes b, and then to e − e_s − b n, which fixes the constant term. For the reverse direction, (e − e_s)′ equals b near every positive density, so its derivative vanishes; multiplying by n² gives equal bulk moduli.

```lean
/-- Two twice differentiable energy densities have the same bulk modulus at all positive
densities exactly when they differ there by an affine function of the density. -/
theorem bulkModulus_eq_iff_affine {e es : ℝ → ℝ} (he : TwiceDifferentiable e)
    (hs : TwiceDifferentiable es) :
    (∀ n, 0 < n → bulkModulus e n = bulkModulus es n) ↔
      ∃ a b : ℝ, ∀ n, 0 < n → e n - es n = a + b * n := by
  constructor
  · intro hB
    have const : ∀ f : ℝ → ℝ, (∀ m, 0 < m → HasDerivAt f 0 m) →
        ∀ m, 0 < m → f m = f 1 := by
      intro f hf m hm
      exact isOpen_Ioi.is_const_of_deriv_eq_zero isPreconnected_Ioi
        (fun x hx => (hf x hx).differentiableAt.differentiableWithinAt)
        (fun x hx => (hf x hx).deriv) (mem_Ioi.2 hm) (mem_Ioi.2 one_pos)
    -- the slope of the difference is constant
    have h1 := const (deriv (fun m => e m - es m)) (fun m hm => by
      have hk := kernel_eq_bulkModulus_sub he hs hm
      rw [hB m hm, sub_self, zero_div] at hk
      have hd := (hasDerivAt_deriv_sub he hs hm).differentiableAt.hasDerivAt
      exact hd.congr_deriv hk)
    obtain ⟨b, hb⟩ : ∃ b, b = deriv (fun m => e m - es m) 1 := ⟨_, rfl⟩
    -- so the difference minus its linear part is constant
    have h2 := const (fun m => e m - es m - b * m) (fun m hm => by
      have hd := ((he m hm).1.hasDerivAt.fun_sub
        (hs m hm).1.hasDerivAt).differentiableAt.hasDerivAt
      refine (hd.fun_sub ((hasDerivAt_id' m).const_mul b)).congr_deriv ?_
      rw [h1 m hm, ← hb]
      ring)
    refine ⟨e 1 - es 1 - b * 1, b, fun n hn => ?_⟩
    have h3 : e n - es n - b * n = e 1 - es 1 - b * 1 := h2 n hn
    linarith
  · rintro ⟨a, b, hab⟩ n hn
    have h1 : deriv (fun m => e m - es m) =ᶠ[𝓝 n] fun _ => b := by
      filter_upwards [Ioi_mem_nhds hn] with m hm
      have h2 : (fun k => e k - es k) =ᶠ[𝓝 m] fun k => a + b * k := by
        filter_upwards [Ioi_mem_nhds hm] with k hk
        exact hab k hk
      rw [h2.deriv_eq]
      exact ((((hasDerivAt_id' m).const_mul b).const_add a).congr_deriv (by ring)).deriv
    have h3 := (hasDerivAt_deriv_sub he hs hn).unique
      ((hasDerivAt_const n b).congr_of_eventuallyEq h1)
    rw [bulkModulus_eq he hn, bulkModulus_eq hs hn]
    linear_combination n ^ 2 * h3
```

## The kernel of local exchange

The last theorem takes e − e_s = −C n^(4/3) at all positive densities as its hypothesis and returns the kernel −(4/9) C n^(−2/3). It does not derive the exchange energy from the Coulomb interaction, and it allows any real C. No separate regularity of e and e_s is required, because only their difference enters. The proof applies the power rule twice, first throughout a neighbourhood of n and then at n itself.

```lean
/-- If the energy densities differ by `-C n^(4/3)` at all positive densities, the kernel
there is `-(4/9) C n^(-2/3)`. -/
theorem kernel_local_exchange {e es : ℝ → ℝ} {C : ℝ}
    (h : ∀ m, 0 < m → e m - es m = -C * m ^ (4 / 3 : ℝ)) {n : ℝ} (hn : 0 < n) :
    kernel e es n = -(4 / 9) * C * n ^ (-2 / 3 : ℝ) := by
  have h1 : deriv (fun m => e m - es m) =ᶠ[𝓝 n]
      fun m => -C * (4 / 3 * m ^ (4 / 3 - 1 : ℝ)) := by
    filter_upwards [Ioi_mem_nhds hn] with m hm
    have h2 : (fun k => e k - es k) =ᶠ[𝓝 m] fun k => -C * k ^ (4 / 3 : ℝ) := by
      filter_upwards [Ioi_mem_nhds hm] with k hk
      exact h k hk
    rw [h2.deriv_eq]
    exact ((Real.hasDerivAt_rpow_const (Or.inl (ne_of_gt hm))).const_mul (-C)).deriv
  have h3 := ((Real.hasDerivAt_rpow_const (p := (4 / 3 - 1 : ℝ))
    (Or.inl hn.ne')).const_mul (4 / 3 : ℝ)).const_mul (-C)
  have hp : (4 / 3 - 1 - 1 : ℝ) = -2 / 3 := by norm_num
  unfold kernel
  rw [h1.deriv_eq, h3.deriv, hp]
  ring

end

end ElectronGasKernel
```

```lean
#print axioms ElectronGasKernel.kernel_eq_bulkModulus_sub
#print axioms ElectronGasKernel.kernel_eq_inv_response_sub
#print axioms ElectronGasKernel.bulkModulus_eq_iff_affine
#print axioms ElectronGasKernel.kernel_local_exchange
```

```
'ElectronGasKernel.kernel_eq_bulkModulus_sub' depends on axioms: [propext, Classical.choice, Quot.sound]
'ElectronGasKernel.kernel_eq_inv_response_sub' depends on axioms: [propext, Classical.choice, Quot.sound]
'ElectronGasKernel.bulkModulus_eq_iff_affine' depends on axioms: [propext, Classical.choice, Quot.sound]
'ElectronGasKernel.kernel_local_exchange' depends on axioms: [propext, Classical.choice, Quot.sound]
```
